# Mean site occupation equals the filling fraction M/N for M particles placed uniformly on N sites with at most one per site

The model is a finite set of sites `ι` holding exactly `M` particles, at most one per site. Every `M`-element set of occupied sites carries equal weight, with no energy or interaction entering, and `avg` is the normalised average over these sets. The theorem `avg_occ` states that for `M ≤ N`, with `N = Fintype.card ι`, the mean occupation ⟨n_i⟩ of any site `i` equals `filling ι M`, that is M/N. The attempt shows that the average of the constant 1 is 1, then uses `avg_relabel` with the swap of `i` and `j` to get `hsym`, that all sites have the same mean occupation. It inserts this into `sum_rule` with `g = 1`, giving N⟨n_i⟩ = M, and divides by N.

As first written in Lean, the proof fails:

```lean
import Mathlib

open Finset

namespace CanonicalLatticeGas

noncomputable section

/-- Configurations of `M` particles on the sites `ι`, at most one per site: the `M`-element
sets of occupied sites. -/
def configs (ι : Type*) [Fintype ι] (M : ℕ) : Finset (Finset ι) := powersetCard M univ

/-- The filling fraction `p = M / N`, with `N` the number of sites. -/
def filling (ι : Type*) [Fintype ι] (M : ℕ) : ℝ := (M : ℝ) / Fintype.card ι

variable {ι : Type*} [Fintype ι] {M : ℕ}

/-- Uniform average of an observable over all configurations with `M` particles. -/
def avg (M : ℕ) (f : Finset ι → ℝ) : ℝ := (∑ S ∈ configs ι M, f S) / (configs ι M).card

/-- The average of a finite sum of observables is the sum of their averages. -/
theorem avg_sum {κ : Type*} (M : ℕ) (s : Finset κ) (f : κ → Finset ι → ℝ) :
    avg M (fun S => ∑ k ∈ s, f k S) = ∑ k ∈ s, avg M (f k) := by
  simp only [avg]
  rw [sum_comm, sum_div]

/-- Averages are unchanged when the sites are relabelled by a permutation. -/
theorem avg_relabel (M : ℕ) (σ : Equiv.Perm ι) (f : Finset ι → ℝ) :
    avg M (fun S => f (S.map σ.toEmbedding)) = avg M f := by
  simp only [avg]
  congr 1
  exact Finset.sum_equiv (Equiv.finsetCongr σ)
    (fun S => by simp [configs, mem_powersetCard]) (fun S _ => by simp)

variable [DecidableEq ι]

/-- Occupation number `n_i` of site `i`: one if occupied, zero if empty. -/
def occ (i : ι) (S : Finset ι) : ℝ := if i ∈ S then 1 else 0

/-- Sum rule at fixed particle number: `∑_j ⟨g n_j⟩ = M ⟨g⟩` for every observable `g`. -/
theorem sum_rule (M : ℕ) (g : Finset ι → ℝ) :
    ∑ j, avg M (fun S => g S * occ j S) = M * avg M g := by
  calc _ = avg M (fun S => ∑ j, g S * occ j S) :=
        (avg_sum M univ (fun j S => g S * occ j S)).symm
    _ = M * avg M g := by
        simp only [avg]
        rw [← mul_div_assoc, mul_sum]
        congr 1
        refine sum_congr rfl fun S hS => ?_
        -- every configuration holds exactly M particles
        have hc : S.card = M := (mem_powersetCard.1 hS).2
        have ht : ∑ j, occ j S = M := by simp [occ, hc]
        rw [← mul_sum, ht, mul_comm]

/-- The mean occupation of any site equals the filling fraction `p`. -/
theorem avg_occ (hM : M ≤ Fintype.card ι) (i : ι) : avg M (occ i) = filling ι M := by
  have hZ : ((configs ι M).card : ℝ) ≠ 0 := by
    rw [configs, card_powersetCard, card_univ]
    exact_mod_cast (Nat.choose_pos hM).ne'
  have hN : (Fintype.card ι : ℝ) ≠ 0 := by
    exact_mod_cast (Fintype.card_pos_iff.2 ⟨i⟩).ne'
  have h1 : avg M (fun _ : Finset ι => (1 : ℝ)) = 1 := by
    simp only [avg, sum_const, nsmul_eq_mul, mul_one]
    exact div_self hZ
  -- swapping i and j shows that all sites are equivalent
  have hsym : ∀ j, avg M (fun S => 1 * occ j S) = avg M (occ i) := by
    intro j
    rw [← avg_relabel M (Equiv.swap i j) (occ i)]
    congr 1
    funext S
    simp only [occ, mem_map_equiv, Equiv.symm_swap, Equiv.swap_apply_left, one_mul]
  have h := sum_rule M (fun _ : Finset ι => (1 : ℝ))
  rw [sum_congr rfl (fun j _ => hsym j), sum_const, card_univ, nsmul_eq_mul, h1] at h
  rw [filling, eq_div_iff hN]
  linarith

end

end CanonicalLatticeGas
```

Messages:

```
Main.lean:66:39: error: typeclass instance problem is stuck
  DecidableEq ?m.76

Note: Lean will not try to resolve this typeclass instance problem because the type argument to `DecidableEq` is a metavariable. This argument must be fully determined before Lean will try to resolve the typeclass.

Hint: Adding type annotations and supplying implicit arguments to functions can give Lean more information for typeclass resolution. For example, if you have a variable `x` that you intend to be a `Nat`, but Lean reports it as having an unresolved type like `?m`, replacing `x` with `(x : Nat)` can get typeclass resolution un-stuck.
```

What went wrong. The message points at `occ j S` in the statement of `hsym`. The function `occ` takes its site type implicitly and needs a `DecidableEq` instance for it, to decide `i ∈ S`. Here that type is still the metavariable `?m.76`, and Lean does not search for an instance until the type is known.

Nothing in the statement determines it. The binder `∀ j` has no type, `S` is an unannotated lambda variable, and `avg` also takes its site type implicitly, so `j`, `S`, `occ` and `avg` on the left are tied only to one another. The right side `avg M (occ i)` does fix `ι`, but the equation is between real numbers, so that information does not pass to the left. In `sum_rule` the untyped `∑ j` works because `g S`, with `g : Finset ι → ℝ`, forces `S : Finset ι`. In `hsym` that factor is the numeral `1`.

The diff writes `∀ j : ι`. The site type of `occ` becomes `ι`, so `S : Finset ι`, and the section's `[DecidableEq ι]` supplies the instance. The tactic proof is unchanged.

The mended proof, as a diff:

```diff
@@ -64,5 +64,5 @@
     exact div_self hZ
   -- swapping i and j shows that all sites are equivalent
-  have hsym : ∀ j, avg M (fun S => 1 * occ j S) = avg M (occ i) := by
+  have hsym : ∀ j : ι, avg M (fun S => 1 * occ j S) = avg M (occ i) := by
     intro j
     rw [← avg_relabel M (Equiv.swap i j) (occ i)]
```
